# Self-consistent Born theory underestimates the even moments of a Gaussian level from the fourth on

Let a frozen phonon displacement shift a single level to the energy \(x\), distributed as a Gaussian with mean zero and variance \(c^2\). Pairing the four factors in \(\langle x^4\rangle\) gives three terms, (12)(34), (14)(23) and (13)(24), each worth \(c^4\). The self-consistent Born approximation omits the last, in which the phonon lines cross, and so gives \(2c^4\) instead of \(3c^4\).

The same loss occurs at every higher even order. Let the Green function \(G\), expanded in \(u=1/z\) with \(z\) the complex energy, solve the self-consistent Born equation. If \(c\neq0\) and \(n\ge2\), then the coefficient of \(u^{2n+1}\) in \(G\) is strictly below \(\langle x^{2n}\rangle\). The pairings are a picture; the proof compares recursions.

## A frozen displacement and a formal series

With \(u=1/z\), the resolvent \(1/(z-x)\) expands as \(\sum_k x^k u^{k+1}\), so its averaged coefficients are the moments \(m_k=\langle x^k\rangle\). The Born self-energy \(c^2G\) turns Dyson's equation into \(G=u+c^2uG^2\). Write \(b_k\) for the coefficient of \(u^{k+1}\) in \(G\).

In Lean, `moment c k` is \(m_k\), a ratio of integrals over the real line; `X` is \(u\), and `coeff (k + 1) G` is \(b_k\). The displacement is static and classical, and there are no leads. The series are formal, so nothing is said about convergence or spectral line shapes.

```lean
import Mathlib

open MeasureTheory PowerSeries

namespace BornVersusGaussianLevel

noncomputable section

/-- Unnormalised Gaussian weight of a static level shift `x` with width `c ≠ 0`. -/
def weight (c x : ℝ) : ℝ := Real.exp (-(2 * c ^ 2)⁻¹ * x ^ 2)

/-- The `k`-th moment of a level with Gaussian static shift of width `c ≠ 0`. -/
def moment (c : ℝ) (k : ℕ) : ℝ := (∫ x, x ^ k * weight c x) / ∫ x, weight c x

/-- The self-consistent Born equation `G = u + c² u G²` for a formal series in `u`. -/
def SolvesSCBA (c : ℝ) (G : ℝ⟦X⟧) : Prop := G = X + c ^ 2 • (X * G ^ 2)

/-- Coefficients generated order by order from the self-consistent Born equation. -/
def scbaCoeff (c : ℝ) : ℕ → ℝ
  | 0 => 0
  | n + 1 => (if n = 0 then 1 else 0) +
      c ^ 2 * ∑ i : Fin (n + 1), scbaCoeff c i * scbaCoeff c (n - i)
```

## Nonzero width, `c ≠ 0`

Physically, this says that the level really fluctuates; the sign of \(c\) is irrelevant. By hand, it makes the weight \(w=e^{-x^2/(2c^2)}\) integrable and removes the boundary terms when

\[
\frac{d}{dx}\left(x^k w\right)=k\,x^{k-1}w-c^{-2}x^{k+1}w
\]

is integrated. Dividing by \(\int w\) gives \(m_{k+1}=c^2k\,m_{k-1}\), where the right side is zero for \(k=0\). Hence

\[
m_0=1,\qquad m_1=0,\qquad m_{k+2}=c^2(k+1)\,m_k .
\]

By induction, \(m_{2n}=1\cdot3\cdots(2n-1)\,c^{2n}\), with an empty product at \(n=0\), and all moments are nonnegative.

They also satisfy \(m_pm_q\le m_{p+q}\). This is an equality for \(p=0\), and for \(p=1\) the left side vanishes. The step from \(p\) to \(p+2\) is

\[
m_{p+2}m_q=c^2(p+1)m_pm_q\le c^2(p+q+1)m_{p+q}=m_{p+q+2}.
\]

In `moment_contraction`, `hi` supplies integrability, `hd` the derivative and `h0` its vanishing integral. The next three theorems are the inductions above.

At \(c=0\) the level is sharp, both \(b_{2n}\) and \(m_{2n}\) vanish for \(n\ge2\), and the strict inequality fails.

```lean
variable {c : ℝ} {G : ℝ⟦X⟧}

/-- The Gaussian distribution is normalised for `c ≠ 0`. -/
theorem moment_zero (hc : c ≠ 0) : moment c 0 = 1 := by
  have h : ∫ x, weight c x = √(Real.pi / (2 * c ^ 2)⁻¹) := integral_gaussian _
  have hp : 0 < ∫ x, weight c x := by rw [h]; positivity
  simp only [moment, pow_zero, one_mul]
  exact div_self hp.ne'

/-- For `c ≠ 0` the mean shift vanishes, and contracting one factor of the shift with each of
the `k + 1` others reduces the moment of order `k + 2` to that of order `k`. -/
theorem moment_contraction (hc : c ≠ 0) :
    moment c 1 = 0 ∧ ∀ k : ℕ, moment c (k + 2) = c ^ 2 * (((k : ℝ) + 1) * moment c k) := by
  have hi : ∀ j : ℕ, Integrable fun x => x ^ j * weight c x := by
    intro j
    have hb : 0 < (2 * c ^ 2)⁻¹ := by positivity
    have hj : (-1 : ℝ) < j := by linarith [(Nat.cast_nonneg j : (0 : ℝ) ≤ j)]
    simpa only [Real.rpow_natCast, weight] using integrable_rpow_mul_exp_neg_mul_sq hb hj
  have key : ∀ k : ℕ, moment c (k + 1) = c ^ 2 * (k * moment c (k - 1)) := by
    intro k
    have hd : ∀ x, HasDerivAt (fun x => x ^ k * weight c x)
        (k * (x ^ (k - 1) * weight c x) - (c ^ 2)⁻¹ * (x ^ (k + 1) * weight c x)) x := by
      intro x
      have hw : HasDerivAt (weight c) (weight c x * (-(2 * c ^ 2)⁻¹ * (2 * x))) x :=
        (((hasDerivAt_pow 2 x).const_mul (-(2 * c ^ 2)⁻¹)).exp).congr_deriv (by simp [weight])
      refine ((hasDerivAt_pow k x).fun_mul hw).congr_deriv ?_
      ring
    -- the total derivative integrates to zero
    have h0 := integral_eq_zero_of_hasDerivAt_of_integrable hd
      (((hi (k - 1)).const_mul _).sub ((hi (k + 1)).const_mul _)) (hi k)
    rw [integral_sub ((hi (k - 1)).const_mul _) ((hi (k + 1)).const_mul _),
      integral_const_mul, integral_const_mul] at h0
    have h1 : ∫ x, x ^ (k + 1) * weight c x =
        c ^ 2 * (k * ∫ x, x ^ (k - 1) * weight c x) := by
      linear_combination (-c ^ 2) * h0 -
        (∫ x, x ^ (k + 1) * weight c x) * mul_inv_cancel₀ (pow_ne_zero 2 hc)
    rw [moment, moment, h1, mul_div_assoc, mul_div_assoc]
  refine ⟨by simpa using key 0, fun k => ?_⟩
  have h := key (k + 1)
  rw [Nat.add_sub_cancel, Nat.cast_add, Nat.cast_one] at h
  exact h

/-- For `c ≠ 0` the even moments are `1 · 3 ⋯ (2n - 1) c^(2n)`. -/
theorem moment_even (hc : c ≠ 0) (n : ℕ) :
    moment c (2 * n) = (∏ i ∈ Finset.range n, (2 * (i : ℝ) + 1)) * c ^ (2 * n) := by
  induction n with
  | zero => simp [moment_zero hc]
  | succ n ih =>
    rw [show 2 * (n + 1) = 2 * n + 2 by ring, (moment_contraction hc).2, ih,
      Finset.prod_range_succ]
    push_cast
    ring

/-- All moments are nonnegative for `c ≠ 0`. -/
theorem moment_nonneg (hc : c ≠ 0) : ∀ k, 0 ≤ moment c k
  | 0 => by rw [moment_zero hc]; exact zero_le_one
  | 1 => (moment_contraction hc).1.ge
  | k + 2 => by
    rw [(moment_contraction hc).2 k]
    exact mul_nonneg (sq_nonneg c) (mul_nonneg (by positivity) (moment_nonneg hc k))

/-- For `c ≠ 0`, the product of the moments of orders `p` and `q` never exceeds the moment of order
`p + q`. -/
theorem moment_mul_le (hc : c ≠ 0) (q : ℕ) : ∀ p, moment c p * moment c q ≤ moment c (p + q)
  | 0 => by simp [moment_zero hc]
  | 1 => by rw [(moment_contraction hc).1, zero_mul]; exact moment_nonneg hc _
  | p + 2 => by
    have hq : (p : ℝ) + 1 ≤ ((p + q : ℕ) : ℝ) + 1 := by
      push_cast
      linarith [(Nat.cast_nonneg q : (0 : ℝ) ≤ q)]
    rw [show p + 2 + q = p + q + 2 by ring, (moment_contraction hc).2 p,
      (moment_contraction hc).2 (p + q), mul_assoc, mul_assoc]
    exact mul_le_mul_of_nonneg_left (mul_le_mul hq (moment_mul_le hc q p)
      (mul_nonneg (moment_nonneg hc p) (moment_nonneg hc q)) (by positivity)) (sq_nonneg c)
```

## The Born equation, `SolvesSCBA c G`

This hypothesis is the approximation itself: the self-energy is \(c^2G\), with no vertex correction. It is postulated, not derived from a Hamiltonian. `scba_witness` shows that a solution exists for every real \(c\).

By hand, put \(G=uH\), so that \(H=1+c^2u^2H^2\). Comparing coefficients gives

\[
b_0=1,\qquad b_1=0,\qquad b_{k+2}=c^2\sum_{i=0}^{k}b_i\,b_{k-i}.
\]

This is `scba_recursion`. Strong induction then gives \(0\le b_k\le m_k\): each of the \(k+1\) summands is at most \(m_im_{k-i}\le m_k\), so \(b_{k+2}\le c^2(k+1)m_k=m_{k+2}\). In `scba_le`, `hs` is this bound on the sum.

For an arbitrary series the strict inequality of the next section can fail: \(G=\sum_k m_ku^{k+1}\) gives equality at every order.

```lean
/-- The series with coefficients `scbaCoeff c` solves the self-consistent Born equation. -/
theorem scba_witness (c : ℝ) : SolvesSCBA c (mk (scbaCoeff c)) := by
  unfold SolvesSCBA
  ext n
  cases n with
  | zero =>
    rw [map_add, map_smul, coeff_zero_X_mul, coeff_zero_X, coeff_mk, scbaCoeff,
      smul_zero, add_zero]
  | succ n =>
    have hs : ∑ p ∈ Finset.HasAntidiagonal.antidiagonal n, scbaCoeff c p.1 * scbaCoeff c p.2 =
        ∑ i : Fin (n + 1), scbaCoeff c i * scbaCoeff c (n - i) := by
      rw [Finset.Nat.sum_antidiagonal_eq_sum_range_succ
        (fun i j => scbaCoeff c i * scbaCoeff c j) n, Finset.sum_range]
    rw [map_add, map_smul, coeff_succ_X_mul, pow_two (mk _), coeff_mul, coeff_X, coeff_mk,
      scbaCoeff, ← hs]
    simp

/-- If `G` solves the self-consistent Born equation, its coefficients of `u` and `u²` are `1` and
`0`, and each later one is `c²` times a convolution of earlier ones. -/
theorem scba_recursion (h : SolvesSCBA c G) : coeff 1 G = 1 ∧ coeff 2 G = 0 ∧
    ∀ k, coeff (k + 3) G =
      c ^ 2 * ∑ i ∈ Finset.range (k + 1), coeff (i + 1) G * coeff (k - i + 1) G := by
  -- factor out the bare propagator, `G = u H`
  obtain ⟨H, hH, rfl⟩ : ∃ H, H = 1 + c ^ 2 • G ^ 2 ∧ G = X * H :=
    ⟨_, rfl, by rw [mul_add, mul_one, mul_smul_comm]; exact h⟩
  rw [show (X * H) ^ 2 = X * (X * (H * H)) by ring] at hH
  have h0 : coeff 0 H = 1 := (congrArg (coeff 0) hH).trans (by
    rw [map_add, map_smul, coeff_zero_X_mul, coeff_one, if_pos rfl, smul_zero, add_zero])
  have h1 : coeff (0 + 1) H = 0 := (congrArg (coeff (0 + 1)) hH).trans (by
    rw [map_add, map_smul, coeff_succ_X_mul, coeff_zero_X_mul, coeff_one,
      if_neg (Nat.succ_ne_zero _), smul_zero, add_zero])
  have h2 : ∀ k, coeff (k + 2) H =
      c ^ 2 * ∑ i ∈ Finset.range (k + 1), coeff i H * coeff (k - i) H := fun k =>
    (congrArg (coeff (k + 1 + 1)) hH).trans (by
      rw [map_add, map_smul, coeff_succ_X_mul, coeff_succ_X_mul, coeff_mul, coeff_one,
        if_neg (Nat.succ_ne_zero _), zero_add, smul_eq_mul,
        Finset.Nat.sum_antidiagonal_eq_sum_range_succ (fun i j => coeff i H * coeff j H)])
  refine ⟨(coeff_succ_X_mul 0 H).trans h0, (coeff_succ_X_mul 1 H).trans h1, fun k => ?_⟩
  rw [show k + 3 = k + 2 + 1 from rfl, coeff_succ_X_mul, h2]
  simp only [coeff_succ_X_mul]

/-- For `c ≠ 0`, every self-consistent Born moment lies between zero and the exact one. -/
theorem scba_le (hc : c ≠ 0) (h : SolvesSCBA c G) (k : ℕ) :
    0 ≤ coeff (k + 1) G ∧ coeff (k + 1) G ≤ moment c k := by
  obtain ⟨h1, h2, h3⟩ := scba_recursion h
  induction k using Nat.strong_induction_on with
  | _ k ih =>
    rcases k with _ | _ | k
    · rw [show coeff (0 + 1) G = 1 from h1, moment_zero hc]
      exact ⟨zero_le_one, le_rfl⟩
    · rw [show coeff (0 + 1 + 1) G = 0 from h2]
      exact ⟨le_rfl, moment_nonneg hc _⟩
    · rw [show coeff (k + 1 + 1 + 1) G = _ from h3 k,
        show moment c (k + 1 + 1) = _ from (moment_contraction hc).2 k]
      have hs : ∑ i ∈ Finset.range (k + 1), coeff (i + 1) G * coeff (k - i + 1) G ≤
          ∑ _i ∈ Finset.range (k + 1), moment c k := by
        refine Finset.sum_le_sum fun i hi => ?_
        have hi' := Finset.mem_range.mp hi
        have hp := moment_mul_le hc (k - i) i
        rw [show i + (k - i) = k by omega] at hp
        exact (mul_le_mul (ih i (by omega)).2 (ih (k - i) (by omega)).2
          (ih (k - i) (by omega)).1 (moment_nonneg hc i)).trans hp
      rw [Finset.sum_const, Finset.card_range, nsmul_eq_mul, Nat.cast_add, Nat.cast_one] at hs
      refine ⟨mul_nonneg (sq_nonneg c) (Finset.sum_nonneg fun i hi => ?_),
        mul_le_mul_of_nonneg_left hs (sq_nonneg c)⟩
      have hi' := Finset.mem_range.mp hi
      exact mul_nonneg (ih i (by omega)).1 (ih (k - i) (by omega)).1
```

## At least two phonon lines, `2 ≤ n`

Two lines are the fewest that can cross. By hand, set \(k=2(n-1)\ge2\). The sum for \(b_{k+2}\) then contains the term \(i=1\), which is zero because \(b_1=0\), whereas its bound \(m_k\) is positive. The inequality is therefore strict, and multiplying by \(c^2>0\) keeps it so. In Lean, `Finset.sum_lt_sum` receives the index `1` as the place of strict loss.

For \(n=0\) and \(n=1\) the two sides agree, with values \(1\) and \(c^2\).

```lean
/-- For `c ≠ 0`, self-consistent Born theory strictly underestimates every even moment
from the fourth on. -/
theorem scba_undercounts (hc : c ≠ 0) (h : SolvesSCBA c G) {n : ℕ} (hn : 2 ≤ n) :
    coeff (2 * n + 1) G < moment c (2 * n) := by
  obtain ⟨m, rfl⟩ : ∃ m, n = m + 2 := ⟨n - 2, by omega⟩
  obtain ⟨-, h2, h3⟩ := scba_recursion h
  have hpos : 0 < moment c (2 * (m + 1)) := by
    rw [moment_even hc, pow_mul]
    positivity
  rw [show 2 * (m + 2) + 1 = 2 * (m + 1) + 3 by ring,
    show 2 * (m + 2) = 2 * (m + 1) + 2 by ring, h3, (moment_contraction hc).2]
  generalize hk : 2 * (m + 1) = k at hpos ⊢
  -- the term `i = 1` vanishes, while its bound is positive
  have hs : ∑ i ∈ Finset.range (k + 1), coeff (i + 1) G * coeff (k - i + 1) G <
      ∑ _i ∈ Finset.range (k + 1), moment c k := by
    refine Finset.sum_lt_sum (fun i hi => ?_) ⟨1, Finset.mem_range.mpr (by omega), ?_⟩
    · have hi' := Finset.mem_range.mp hi
      have hp := moment_mul_le hc (k - i) i
      rw [show i + (k - i) = k by omega] at hp
      exact (mul_le_mul (scba_le hc h i).2 (scba_le hc h (k - i)).2
        (scba_le hc h (k - i)).1 (moment_nonneg hc i)).trans hp
    · rw [show coeff (1 + 1) G = 0 from h2, zero_mul]
      exact hpos
  rw [Finset.sum_const, Finset.card_range, nsmul_eq_mul, Nat.cast_add, Nat.cast_one] at hs
  exact mul_lt_mul_of_pos_left hs (by positivity)
```

The theorem on the fourth-order deficit assumes only the first two hypotheses; at \(c=0\) its two sides are both zero. The recursion gives \(b_2=c^2\) and

\[
b_4=c^2(b_0b_2+b_1b_1+b_2b_0)=2c^4,
\]

while \(m_4=3c^4\). For a quantum-transport code reduced to this single static level, \(2c^4\) is thus the coefficient of \(1/z^5\) to expect in the large-\(z\) expansion of a converged self-consistent Born Green function.

```lean
/-- For `c ≠ 0`, the fourth moment in self-consistent Born theory is smaller than the exact one by
exactly `c⁴`. -/
theorem fourth_order_deficit (hc : c ≠ 0) (h : SolvesSCBA c G) :
    moment c 4 - coeff 5 G = c ^ 4 := by
  obtain ⟨h1, h2, h3⟩ := scba_recursion h
  have e3 : coeff 3 G = c ^ 2 := by simpa [h1] using h3 0
  have e5 : coeff 5 G = c ^ 2 * (c ^ 2 + c ^ 2) := by
    simpa [Finset.sum_range_succ, h1, h2, e3] using h3 2
  have m4 := moment_even hc 2
  norm_num [Finset.prod_range_succ] at m4
  rw [m4, e5]
  ring

end

end BornVersusGaussianLevel
```

```lean
#print axioms BornVersusGaussianLevel.scba_undercounts
#print axioms BornVersusGaussianLevel.fourth_order_deficit
```

```
'BornVersusGaussianLevel.scba_undercounts' depends on axioms: [propext, Classical.choice, Quot.sound]
'BornVersusGaussianLevel.fourth_order_deficit' depends on axioms: [propext, Classical.choice, Quot.sound]
```
